# Screened Poisson equation on a finite graph: one solution, fixed total, nonnegative for nonnegative charge

A code that computes linear Thomas-Fermi screening on a grid solves a linear system for the potential $\varphi$ produced by an external charge $\rho$. A unique solution for every $\rho$ requires a nonsingular matrix. On a finite grid with symmetric nonnegative couplings and one constant positive screening parameter, the matrix is nonsingular, and the solution can be tested by its sum and, for nonnegative charge, by its sign.

## Solvability, total charge and sign

Let $w_{ij}=w_{ji}\ge 0$ be the coupling between sites $i$ and $j$, and define

$$(L\varphi)_i=\sum_j w_{ij}(\varphi_i-\varphi_j).$$

For $\kappa>0$ and every real $\rho$, the equation

$$(L\varphi)_i+\kappa^2\varphi_i=4\pi\rho_i$$

has exactly one solution. It satisfies $\kappa^2\sum_i\varphi_i=4\pi\sum_i\rho_i$, and if $\rho_i\ge0$ at every site, then $\varphi_i\ge0$ at every site.

The factor $4\pi$ is that of Gaussian units, with $\rho$ a charge density. The constant $\kappa$ is an inverse screening length, and $\kappa^2$ measures the linear response of the electron density to the local potential, which induces the charge density $-\kappa^2\varphi_i/4\pi$. On a uniform grid the total charge is $\sum_i\rho_i$ times the cell volume, so the sum rule says that the induced charge cancels the external charge in total. The Lean comments call the sum $\sum_i\rho_i$ itself the total charge.

## Which grids have this form

The standard nearest-neighbour stencil on a uniform periodic grid with spacing $h$ and at least three points in each direction has $w_{ij}=1/h^2$ between neighbours and zero otherwise. After a solve with nonzero total charge, the sum rule tests the ratio $4\pi/\kappa^2$ used in the code. It does not test the value of $h$ or the sign of $L$, since it holds for every symmetric $w$. A clearly negative $\varphi_i$ for nonnegative $\rho$ points to a fault. The sign test does not carry over automatically to higher-order stencils, since these can have negative couplings.

The sign of $L$ needs care: it discretises $-\nabla^2$, not $\nabla^2$. With the wrong sign the matrix becomes $\kappa^2-L$, which is singular whenever $\kappa^2$ is an eigenvalue of $L$.

## From Green's identity to a positive potential

**Total charge.** For any $\varphi$ and $\psi$,

$$\sum_i\psi_i(L\varphi)_i=\sum_{ij}w_{ij}\psi_i\varphi_i-\sum_{ij}w_{ij}\psi_i\varphi_j.$$

Exchanging the names $i,j$ in the last sum and using $w_{ij}=w_{ji}$ shows that the right side is symmetric in $\varphi$ and $\psi$. Hence $\sum_i\psi_i(L\varphi)_i=\sum_i\varphi_i(L\psi)_i$. For $\psi=1$ we have $L\psi=0$, so $\sum_i(L\varphi)_i=0$. Summing the screened equation over $i$ gives the rule.

**Sign.** Suppose $(L\varphi)_i+\kappa^2\varphi_i\ge0$ everywhere, and let $m$ be a site where $\varphi$ is smallest. Each term $w_{mj}(\varphi_m-\varphi_j)$ is at most zero, so $(L\varphi)_m\le0$ and $\kappa^2\varphi_m\ge-(L\varphi)_m\ge0$. Thus $\varphi_i\ge\varphi_m\ge0$ for all $i$.

**Unique solution.** The difference $d$ of two solutions satisfies $(L+\kappa^2)d=0$. The sign argument applies to $d$ and to $-d$, so $d=0$. An injective linear map from a finite-dimensional space to itself is surjective, which gives existence.

**Reciprocity.** If $\varphi_1,\varphi_2$ belong to $\rho_1,\rho_2$, then

$$4\pi\sum_i\rho_{1,i}\varphi_{2,i}=\sum_i\varphi_{2,i}(L\varphi_1)_i+\kappa^2\sum_i\varphi_{1,i}\varphi_{2,i}.$$

By Green's identity the right side is unchanged when 1 and 2 are exchanged, so $\sum_i\rho_{1,i}\varphi_{2,i}=\sum_i\rho_{2,i}\varphi_{1,i}$.

**Strict positivity.** Let $\rho\ge0$. If $\varphi_c=0$, the equation at $c$ reads $-\sum_k w_{ck}\varphi_k=4\pi\rho_c$. This is impossible if $\rho_c>0$, because the left side is at most zero. It is also impossible if $c$ has a positive coupling to a site with $\varphi_b>0$, because the left side is then negative. Positivity therefore spreads from a charged site along every chain of positive couplings.

## The graph Laplacian and its screened potential in Lean

```lean
import Mathlib

open Real

namespace GraphThomasFermi

variable {V : Type*} [Fintype V]

/-- The graph Laplacian with couplings `w`: at site `i` it sums the weighted potential
differences between `i` and all other sites. -/
def laplacian (w : V → V → ℝ) : (V → ℝ) →ₗ[ℝ] (V → ℝ) where
  toFun φ i := ∑ j, w i j * (φ i - φ j)
  map_add' φ ψ := by
    ext i
    simp only [Pi.add_apply, ← Finset.sum_add_distrib]
    exact Finset.sum_congr rfl fun j _ => by ring
  map_smul' c φ := by
    ext i
    simp only [Pi.smul_apply, smul_eq_mul, RingHom.id_apply, Finset.mul_sum]
    exact Finset.sum_congr rfl fun j _ => by ring

theorem laplacian_apply (w : V → V → ℝ) (φ : V → ℝ) (i : V) :
    laplacian w φ i = ∑ j, w i j * (φ i - φ j) := rfl

/-- The potential `φ` solves the Thomas-Fermi screened Poisson equation
`(L + κ²) φ = 4πρ` at every site. -/
def IsScreenedPotential (w : V → V → ℝ) (κ : ℝ) (ρ φ : V → ℝ) : Prop :=
  ∀ i, laplacian w φ i + κ ^ 2 * φ i = 4 * π * ρ i

/-- Green's identity on the graph: for symmetric couplings the Laplacian can be moved from
one potential to the other. -/
theorem green_identity {w : V → V → ℝ} (hw : ∀ i j, w i j = w j i) (φ ψ : V → ℝ) :
    ∑ i, ψ i * laplacian w φ i = ∑ i, φ i * laplacian w ψ i := by
  have e : ∀ a b : V → ℝ, ∑ i, a i * laplacian w b i =
      ∑ i, ∑ j, w i j * (a i * b i) - ∑ i, ∑ j, w i j * (a i * b j) := by
    intro a b
    simp only [laplacian_apply, Finset.mul_sum, ← Finset.sum_sub_distrib]
    exact Finset.sum_congr rfl fun i _ => Finset.sum_congr rfl fun j _ => by ring
  -- the cross terms agree after exchanging the two sites of each link
  have h : ∑ i, ∑ j, w i j * (ψ i * φ j) = ∑ i, ∑ j, w i j * (φ i * ψ j) := by
    rw [Finset.sum_comm]
    refine Finset.sum_congr rfl fun i _ => Finset.sum_congr rfl fun j _ => ?_
    rw [hw j i]
    ring
  have d : ∑ i, ∑ j, w i j * (ψ i * φ i) = ∑ i, ∑ j, w i j * (φ i * ψ i) :=
    Finset.sum_congr rfl fun i _ => Finset.sum_congr rfl fun j _ => by ring
  rw [e ψ φ, e φ ψ, h, d]

/-- Total charge rule: `κ²` times the summed potential equals `4π` times the total charge. -/
theorem total_charge {w : V → V → ℝ} (hw : ∀ i j, w i j = w j i) {κ : ℝ} {ρ φ : V → ℝ}
    (h : IsScreenedPotential w κ ρ φ) : κ ^ 2 * ∑ i, φ i = 4 * π * ∑ i, ρ i := by
  -- the Laplacian sums to zero: Green's identity against a constant potential
  have h0 : ∑ i, laplacian w φ i = 0 := by
    have g := green_identity hw φ (fun _ => 1)
    have h1 : laplacian w (fun _ => (1 : ℝ)) = 0 := by
      ext i
      simp [laplacian_apply]
    simpa only [h1, Pi.zero_apply, mul_zero, one_mul, Finset.sum_const_zero] using g
  have hs : ∑ i, (laplacian w φ i + κ ^ 2 * φ i) = ∑ i, 4 * π * ρ i :=
    Finset.sum_congr rfl fun i _ => h i
  rw [Finset.sum_add_distrib, h0, zero_add, ← Finset.mul_sum, ← Finset.mul_sum] at hs
  exact hs

/-- Minimum principle: if `(L + κ²) φ` is nonnegative at every site, so is `φ`. -/
theorem minimum_principle {w : V → V → ℝ} (hpos : ∀ i j, 0 ≤ w i j) {κ : ℝ} (hκ : 0 < κ)
    {φ : V → ℝ} (h : ∀ i, 0 ≤ laplacian w φ i + κ ^ 2 * φ i) (i : V) : 0 ≤ φ i := by
  have : Nonempty V := ⟨i⟩
  obtain ⟨m, hm⟩ := Finite.exists_min φ
  -- at the site of lowest potential the Laplacian is not positive
  have hL : laplacian w φ m ≤ 0 := by
    rw [laplacian_apply]
    exact Finset.sum_nonpos fun j _ =>
      mul_nonpos_of_nonneg_of_nonpos (hpos m j) (sub_nonpos.mpr (hm j))
  have h2 : 0 ≤ κ ^ 2 * φ m := by linarith [h m]
  exact (nonneg_of_mul_nonneg_right h2 (by positivity)).trans (hm i)

/-- Every charge distribution on the graph has exactly one screened potential. -/
theorem existsUnique_potential {w : V → V → ℝ} (hpos : ∀ i j, 0 ≤ w i j) {κ : ℝ}
    (hκ : 0 < κ) (ρ : V → ℝ) : ∃! φ, IsScreenedPotential w κ ρ φ := by
  let A : (V → ℝ) →ₗ[ℝ] (V → ℝ) := laplacian w + κ ^ 2 • LinearMap.id
  have hA : ∀ φ i, A φ i = laplacian w φ i + κ ^ 2 * φ i := fun _ _ => rfl
  -- two potentials with the same source bound each other from both sides
  have le : ∀ φ ψ, A φ = A ψ → ∀ i, ψ i ≤ φ i := by
    intro φ ψ h i
    have hd : ∀ k, 0 ≤ laplacian w (φ - ψ) k + κ ^ 2 * (φ - ψ) k := by
      intro k
      rw [← hA, map_sub, h, sub_self, Pi.zero_apply]
    have := minimum_principle hpos hκ hd i
    rw [Pi.sub_apply] at this
    linarith
  have inj : Function.Injective A := fun φ ψ h =>
    funext fun i => le_antisymm (le ψ φ h.symm i) (le φ ψ h i)
  -- in finite dimension uniqueness gives existence
  obtain ⟨φ, hφ⟩ := LinearMap.injective_iff_surjective.mp inj (fun i => 4 * π * ρ i)
  refine ⟨φ, fun i => ?_, fun ψ hψ => inj ?_⟩
  · rw [← hA, hφ]
  · rw [hφ]
    exact funext fun i => hψ i

/-- Thomas-Fermi screening on a finite graph: the screened Poisson equation has exactly one
solution; it obeys the total charge rule, and it is nonnegative if the charge is. -/
theorem thomas_fermi_screening {w : V → V → ℝ} (hw : ∀ i j, w i j = w j i)
    (hpos : ∀ i j, 0 ≤ w i j) {κ : ℝ} (hκ : 0 < κ) (ρ : V → ℝ) :
    ∃ φ, IsScreenedPotential w κ ρ φ ∧ (∀ ψ, IsScreenedPotential w κ ρ ψ → ψ = φ) ∧
      κ ^ 2 * ∑ i, φ i = 4 * π * ∑ i, ρ i ∧ ((∀ i, 0 ≤ ρ i) → ∀ i, 0 ≤ φ i) := by
  obtain ⟨φ, hφ, huniq⟩ := existsUnique_potential hpos hκ ρ
  refine ⟨φ, hφ, huniq, total_charge hw hφ, fun hρ => minimum_principle hpos hκ fun i => ?_⟩
  rw [hφ i]
  exact mul_nonneg (by positivity) (hρ i)

/-- Reciprocity: the sum of one charge distribution times the screened potential of another is
unchanged when the two are exchanged. -/
theorem reciprocity {w : V → V → ℝ} (hw : ∀ i j, w i j = w j i) {κ : ℝ}
    {ρ₁ ρ₂ φ₁ φ₂ : V → ℝ} (h₁ : IsScreenedPotential w κ ρ₁ φ₁)
    (h₂ : IsScreenedPotential w κ ρ₂ φ₂) : ∑ i, ρ₁ i * φ₂ i = ∑ i, ρ₂ i * φ₁ i := by
  have a : 4 * π * ∑ i, ρ₁ i * φ₂ i =
      ∑ i, φ₂ i * laplacian w φ₁ i + κ ^ 2 * ∑ i, φ₁ i * φ₂ i := by
    rw [Finset.mul_sum, Finset.mul_sum, ← Finset.sum_add_distrib]
    exact Finset.sum_congr rfl fun i _ => by linear_combination -(φ₂ i) * h₁ i
  have b : 4 * π * ∑ i, ρ₂ i * φ₁ i =
      ∑ i, φ₁ i * laplacian w φ₂ i + κ ^ 2 * ∑ i, φ₁ i * φ₂ i := by
    rw [Finset.mul_sum, Finset.mul_sum, ← Finset.sum_add_distrib]
    exact Finset.sum_congr rfl fun i _ => by linear_combination -(φ₁ i) * h₂ i
  have hπ : (4 * π : ℝ) ≠ 0 := by positivity
  apply mul_left_cancel₀ hπ
  rw [a, b, green_identity hw φ₁ φ₂]

/-- For nonnegative charge, the potential is strictly positive at every site `j` joined by a
chain of positive couplings to a site `i` that carries positive charge. -/
theorem potential_pos_of_linked {w : V → V → ℝ} (hw : ∀ i j, w i j = w j i)
    (hpos : ∀ i j, 0 ≤ w i j) {κ : ℝ} (hκ : 0 < κ) {ρ φ : V → ℝ}
    (h : IsScreenedPotential w κ ρ φ) (hρ : ∀ i, 0 ≤ ρ i) {i j : V} (hi : 0 < ρ i)
    (hij : Relation.ReflTransGen (fun a b => 0 < w a b) i j) : 0 < φ j := by
  have hφ : ∀ k, 0 ≤ φ k := minimum_principle hpos hκ fun k => by
    rw [h k]
    exact mul_nonneg (by positivity) (hρ k)
  -- at a zero of the potential the equation balances neighbours against charge
  have hz : ∀ c, φ c = 0 → ∑ k, w c k * φ k = -(4 * π * ρ c) := by
    intro c hc
    have hc' := h c
    rw [laplacian_apply, hc] at hc'
    simp only [zero_sub, mul_neg, Finset.sum_neg_distrib, mul_zero, add_zero] at hc'
    linarith
  induction hij with
  | refl =>
    refine lt_of_le_of_ne (hφ i) fun h0 => ?_
    have hs : 0 ≤ ∑ k, w i k * φ k :=
      Finset.sum_nonneg fun k _ => mul_nonneg (hpos i k) (hφ k)
    have hq : 0 < 4 * π * ρ i := by positivity
    linarith [hz i h0.symm]
  | @tail b c _ hbc ih =>
    refine lt_of_le_of_ne (hφ c) fun h0 => ?_
    have hs : w c b * φ b ≤ ∑ k, w c k * φ k :=
      Finset.single_le_sum (f := fun k => w c k * φ k)
        (fun k _ => mul_nonneg (hpos c k) (hφ k)) (Finset.mem_univ b)
    have hb : 0 < w c b * φ b := mul_pos (by rw [hw c b]; exact hbc) ih
    have hq : 0 ≤ 4 * π * ρ c := mul_nonneg (by positivity) (hρ c)
    linarith [hz c h0.symm]

end GraphThomasFermi
```

```lean
#print axioms GraphThomasFermi.thomas_fermi_screening
#print axioms GraphThomasFermi.reciprocity
#print axioms GraphThomasFermi.potential_pos_of_linked
```

```
'GraphThomasFermi.thomas_fermi_screening' depends on axioms: [propext, Classical.choice, Quot.sound]
'GraphThomasFermi.reciprocity' depends on axioms: [propext, Classical.choice, Quot.sound]
'GraphThomasFermi.potential_pos_of_linked' depends on axioms: [propext, Classical.choice, Quot.sound]
```

## Finite sites, exact arithmetic, constant κ

The finite type `V` is the set of sites, `laplacian w` is $L$ as a linear map, and `IsScreenedPotential w κ ρ φ` states the equation at every site. The hypotheses `hw`, `hpos` and `hκ` are symmetry, nonnegative couplings and $\kappa>0$. `thomas_fermi_screening` collects the main claims; `total_charge` and `reciprocity` need only symmetry.

The proofs follow the derivation. `green_identity` swaps the double sum with `Finset.sum_comm`, and `minimum_principle` takes its site $m$ from `Finite.exists_min`. `existsUnique_potential` gets existence from `LinearMap.injective_iff_surjective`, and `potential_pos_of_linked` is an induction along the chain.

The theorems concern exact real numbers. Rounding, solver convergence and the continuum limit are not addressed, nor are a site-dependent $\kappa$, the nonlinear Thomas-Fermi equation, or fixed-potential boundaries, which add diagonal terms to $L$.
